# Babinet's principle on a finite periodic grid: exchanging the two real densities of a two-phase sample preserves the single-scattering intensity at every nonzero grid wavevector

The sample is modelled as a finite abelian group $G$, which in physical terms is a grid of sites with periodic boundaries. A wavevector then becomes a character of $G$: a function $\chi:G\to\mathbb C$ with $\chi(x+y)=\chi(x)\chi(y)$ and $\chi(0)=1$. On a ring of $N$ sites the characters are the plane waves $\chi_q(x)=e^{2\pi i qx/N}$ with integer $q$, where $q$ and $q+N$ give the same one. With this choice a uniform density contributes exactly nothing at any wavevector except zero, and the results below for nonzero wavevectors rest on that cancellation.

## Sites, amplitude and intensity

```lean
import Mathlib

open Finset

namespace BabinetScattering

noncomputable section

variable {G : Type*} [AddCommGroup G] [Fintype G]
```

The file loads the Mathlib library and fixes $G$. `AddCommGroup G` says that sites can be added and subtracted like displacements on a periodic grid, and `Fintype G` says that there are finitely many of them. A three-dimensional periodic box is one example.

```lean
/-- The scattering amplitude of a density `ρ` at the character `χ`: the Fourier sum of `ρ`
over all sites. -/
def amplitude (ρ : G → ℂ) (χ : AddChar G ℂ) : ℂ := ∑ x, ρ x * χ x
```

A density `ρ` assigns a complex number to each site, and the amplitude at $\chi$ is
$$A_\rho(\chi)=\sum_{x\in G}\rho(x)\,\chi(x).$$
This is the single-scattering (Born) expression: each site scatters the incident wave once, and the contributions add with their phases. There is no prefactor $1/|G|$. Either sign convention for the exponent is covered, since $\chi_q$ and $\chi_{-q}$ are both characters.

```lean
/-- The scattered intensity: the squared modulus of the amplitude. -/
def intensity (ρ : G → ℂ) (χ : AddChar G ℂ) : ℝ := ‖amplitude ρ χ‖ ^ 2
```

The intensity is $I_\rho(\chi)=|A_\rho(\chi)|^2$. The double bars in Lean denote the modulus of a complex number.

## A uniform background cancels

```lean
/-- A uniform background added to the density leaves the amplitude at every nontrivial
character unchanged. -/
theorem amplitude_add_background {χ : AddChar G ℂ} (hχ : χ ≠ 1) (ρ : G → ℂ) (c : ℂ) :
    amplitude (fun x => ρ x + c) χ = amplitude ρ χ := by
  simp only [amplitude, add_mul]
  rw [Finset.sum_add_distrib, ← Finset.mul_sum, AddChar.sum_eq_zero_of_ne_one hχ,
    mul_zero, add_zero]
```

A Lean theorem lists its hypotheses in brackets after its name, and its claim comes after the colon that follows these brackets; the proof follows `:= by`. Here `hχ : χ ≠ 1` says that $\chi$ is not the trivial character, which equals 1 everywhere and represents forward scattering. The claim is $A_{\rho+c}(\chi)=A_\rho(\chi)$ for every complex constant $c$.

By hand, expand the sum:
$$A_{\rho+c}(\chi)=\sum_x\rho(x)\chi(x)+c\sum_x\chi(x).$$
Since $\chi$ is nontrivial, some site $a$ has $\chi(a)\neq1$. Shifting the summation variable by $a$ only permutes the sites, so
$$\chi(a)\sum_x\chi(x)=\sum_x\chi(a+x)=\sum_x\chi(x),$$
and therefore $\sum_x\chi(x)=0$. The proof expands the sum in the same way and takes this last fact from Mathlib as `AddChar.sum_eq_zero_of_ne_one`.

## Only contrasts enter

```lean
/-- In a sample with finitely many phases, the amplitude at a nontrivial character is the sum over
the phases of the contrast against any chosen reference phase `i₀` times the Fourier sum over the
sites of that phase. -/
theorem amplitude_multiphase {ι : Type*} [Fintype ι] [DecidableEq ι]
    {χ : AddChar G ℂ} (hχ : χ ≠ 1) (phase : G → ι) (ρ : ι → ℂ) (i₀ : ι) :
    amplitude (fun x => ρ (phase x)) χ
      = ∑ i, (ρ i - ρ i₀) * ∑ x with phase x = i, χ x := by
  -- subtract the density of the reference phase everywhere
  rw [← amplitude_add_background hχ (fun x => ρ (phase x)) (-ρ i₀)]
  simp only [amplitude]
  -- group the sites by phase
  refine (Finset.sum_fiberwise Finset.univ phase _).symm.trans ?_
  refine Finset.sum_congr rfl fun i _ => ?_
  rw [Finset.mul_sum]
  refine Finset.sum_congr rfl fun x hx => ?_
  simp only [(Finset.mem_filter.mp hx).2, sub_eq_add_neg]
```

Now the sample has finitely many phases, labelled by $i$. The function `phase` tells which phase occupies each site, `ρ i` is the density of phase $i$, and `i₀` is any phase chosen as reference. The claim is
$$A(\chi)=\sum_i(\rho_i-\rho_{i_0})\sum_{x:\,\mathrm{phase}(x)=i}\chi(x).$$

By hand, add the constant $-\rho_{i_0}$ to the density at every site, which leaves the amplitude unchanged. Then collect the sites phase by phase; within phase $i$ the density is the constant $\rho_i-\rho_{i_0}$ and comes out of the sum. In Lean, the first `rw` subtracts the reference density, `Finset.sum_fiberwise` groups the sites, and the remaining lines take out the constant.

```lean
variable [DecidableEq G]

/-- The two-phase density: `r` on the region `S` and `s` elsewhere. -/
def twoPhase (S : Finset G) (r s : ℂ) (x : G) : ℂ := if x ∈ S then r else s
```

For two phases, `twoPhase S r s` is the density equal to $r$ on the region $S$ and $s$ elsewhere. $S$ can be any set of sites, connected or not.

```lean
/-- At a nontrivial character the two-phase amplitude is the contrast `r - s` times the
Fourier sum over the region `S`, also for complex densities. -/
theorem amplitude_twoPhase {χ : AddChar G ℂ} (hχ : χ ≠ 1) (S : Finset G) (r s : ℂ) :
    amplitude (twoPhase S r s) χ = (r - s) * ∑ x ∈ S, χ x := by
  -- split off the uniform background `s`
  have h : twoPhase S r s = fun x => (if x ∈ S then r - s else 0) + s := by
    funext x
    by_cases hx : x ∈ S <;> simp [twoPhase, hx]
  rw [h, amplitude_add_background hχ]
  simp only [amplitude, ite_mul, zero_mul, Finset.sum_ite_mem, Finset.univ_inter,
    Finset.mul_sum]
```

The amplitude is
$$A(\chi)=(r-s)\sum_{x\in S}\chi(x).$$
By hand, write the density as $s$ everywhere plus $r-s$ on $S$. The uniform part drops out, and only the sum over $S$ remains. The Lean statement `h` is this decomposition, checked separately for sites inside and outside $S$ by `by_cases`. The densities may be complex, which allows for absorption.

## The exchange symmetry

```lean
/-- For a two-phase sample with real densities, the intensity at a nontrivial character is the
squared contrast times the squared modulus of the Fourier sum over `S`, and it is unchanged when the
two densities are exchanged. -/
theorem babinet {χ : AddChar G ℂ} (hχ : χ ≠ 1) (S : Finset G) (r s : ℝ) :
    intensity (twoPhase S r s) χ = (r - s) ^ 2 * ‖∑ x ∈ S, χ x‖ ^ 2 ∧
      intensity (twoPhase S r s) χ = intensity (twoPhase S s r) χ := by
  have key : ∀ a b : ℝ,
      intensity (twoPhase S a b) χ = (a - b) ^ 2 * ‖∑ x ∈ S, χ x‖ ^ 2 := by
    intro a b
    rw [intensity, amplitude_twoPhase hχ, norm_mul, mul_pow, ← Complex.ofReal_sub,
      Complex.norm_real, Real.norm_eq_abs, sq_abs]
  refine ⟨key r s, ?_⟩
  rw [key r s, key s r]
  ring
```

The theorem makes two claims, joined by `∧` ("and"). For real $r$ and $s$ and nontrivial $\chi$,
$$I_{r,s}(\chi)=(r-s)^2\Big|\sum_{x\in S}\chi(x)\Big|^2
\qquad\text{and}\qquad I_{r,s}(\chi)=I_{s,r}(\chi).$$

The first follows by taking the squared modulus of the amplitude, with $|r-s|^2=(r-s)^2$ for real densities. The second follows from $(r-s)^2=(s-r)^2$. The exchange symmetry also holds for complex densities, because $|r-s|=|s-r|$, though the theorem states only the real case. Lean proves the intensity formula once, as `key`, for arbitrary real `a` and `b`. It then applies `key` to both orders of the densities, and `ring` settles the remaining algebra.

For small-angle scattering this means that, for a two-phase sample in single scattering on a periodic grid, the intensities at nonzero wavevectors alone cannot reveal which phase has the higher scattering density. In optics, Babinet's principle concerns the waves diffracted by complementary screens; the theorem here is a Fourier identity for densities on a periodic grid and involves no wave equation.

A ring of four sites shows the cancellation in numbers. Take $S=\{0,1,2\}$, $r=3$, $s=1$ and $\chi(x)=i^x$, where $i$ is now the imaginary unit. Summing directly,
$$A=3\cdot1+3\cdot i+3\cdot(-1)+1\cdot(-i)=2i.$$
The formula agrees: the contrast is 2 and the sum over $S$ is $1+i-1=i$. With the densities exchanged, the amplitude is $1+i-1-3i=-2i$. Both intensities equal 4.

```lean
/-- At a nontrivial character the Fourier sums over a region and over its complement are
opposite. -/
theorem sum_compl_eq_neg {χ : AddChar G ℂ} (hχ : χ ≠ 1) (S : Finset G) :
    ∑ x ∈ Sᶜ, χ x = -∑ x ∈ S, χ x := by
  have h := Finset.sum_add_sum_compl S (fun x => χ x)
  rw [AddChar.sum_eq_zero_of_ne_one hχ] at h
  linear_combination h
```

Writing $S^c$ for the complement of $S$, the claim is $\sum_{x\in S^c}\chi(x)=-\sum_{x\in S}\chi(x)$. The two sums together run over all of $G$ and give zero, and Lean rearranges that equation with `linear_combination`. Away from the forward direction, a region and its complement, each taken with the same density and nothing around it, thus scatter with opposite amplitudes and equal intensities.

## Where the symmetry can fail: forward scattering

```lean
/-- At the trivial character, the forward direction, the amplitude of a two-phase density is `r`
times the number of sites in `S` plus `s` times the number of sites outside `S`. -/
theorem amplitude_forward (S : Finset G) (r s : ℂ) :
    amplitude (twoPhase S r s) 1 = r * (S.card : ℂ) + s * (Sᶜ.card : ℂ) := by
  have h1 : ∑ x ∈ S, twoPhase S r s x * (1 : AddChar G ℂ) x = r * (S.card : ℂ) := by
    have h : ∀ x ∈ S, twoPhase S r s x * (1 : AddChar G ℂ) x = r := by
      intro x hx
      simp [twoPhase, hx]
    rw [Finset.sum_congr rfl h, Finset.sum_const, nsmul_eq_mul, mul_comm]
  have h2 : ∑ x ∈ Sᶜ, twoPhase S r s x * (1 : AddChar G ℂ) x = s * (Sᶜ.card : ℂ) := by
    have h : ∀ x ∈ Sᶜ, twoPhase S r s x * (1 : AddChar G ℂ) x = s := by
      intro x hx
      simp [twoPhase, Finset.mem_compl.mp hx]
    rw [Finset.sum_congr rfl h, Finset.sum_const, nsmul_eq_mul, mul_comm]
  rw [amplitude, ← Finset.sum_add_sum_compl S, h1, h2]
```

At the trivial character every phase factor is 1, so the amplitude is the summed density
$$A(1)=r\,|S|+s\,|S^c|.$$
In Lean, `S.card` is the number of sites in $S$. The proof evaluates the sum over $S$ (`h1`) and over its complement (`h2`), then adds them. Here the background counts in full.

```lean
/-- In the forward direction, exchanging two real densities preserves the intensity exactly
when their squares agree or the two phases occupy equally many sites. -/
theorem forward_exchange_iff (S : Finset G) (r s : ℝ) :
    intensity (twoPhase S r s) 1 = intensity (twoPhase S s r) 1 ↔
      r ^ 2 = s ^ 2 ∨ S.card = Sᶜ.card := by
  have val : ∀ a b : ℝ, intensity (twoPhase S a b) 1
      = (a * (S.card : ℝ) + b * (Sᶜ.card : ℝ)) ^ 2 := by
    intro a b
    have h : (a : ℂ) * (S.card : ℂ) + (b : ℂ) * (Sᶜ.card : ℂ)
        = ((a * (S.card : ℝ) + b * (Sᶜ.card : ℝ) : ℝ) : ℂ) := by
      simp only [Complex.ofReal_add, Complex.ofReal_mul, Complex.ofReal_natCast]
    rw [intensity, amplitude_forward, h, Complex.norm_real, Real.norm_eq_abs, sq_abs]
  rw [val r s, val s r]
  constructor
  · intro h
    -- the difference of the two intensities factorises
    have hf : (r ^ 2 - s ^ 2) * ((S.card : ℝ) ^ 2 - (Sᶜ.card : ℝ) ^ 2) = 0 := by
      linear_combination h
    rcases mul_eq_zero.mp hf with h1 | h1
    · exact Or.inl (sub_eq_zero.mp h1)
    · right
      have h2 : (S.card : ℝ) = (Sᶜ.card : ℝ) :=
        (sq_eq_sq₀ (Nat.cast_nonneg _) (Nat.cast_nonneg _)).mp (sub_eq_zero.mp h1)
      exact Nat.cast_injective h2
  · rintro (h | h)
    · linear_combination ((S.card : ℝ) ^ 2 - (Sᶜ.card : ℝ) ^ 2) * h
    · rw [← h]
      ring

end

end BabinetScattering
```

The symbol `↔` means "if and only if". For real densities, exchange preserves the forward intensity exactly when $r^2=s^2$ or the two phases occupy equally many sites.

By hand, put $m=|S|$ and $n=|S^c|$. The difference of the two intensities factorises:
$$(rm+sn)^2-(sm+rn)^2=(r^2-s^2)(m^2-n^2).$$
It vanishes exactly when one of the factors does, and since $m$ and $n$ are non-negative, $m^2=n^2$ means $m=n$. In the proof, `val` supplies the squared forward amplitude and `hf` records the factorisation. The two directions of the equivalence are then treated separately.

In the four-site example, the forward amplitude is $3\cdot3+1\cdot1=10$ before the exchange and $1\cdot3+3\cdot1=6$ after it. The forward intensity changes from 100 to 36, while the intensity at $\chi(x)=i^x$ stays at 4.

## Subtracting the solvent before a Fourier transform

A calculation on a periodic grid can store the scattering length density in an array `rho` and obtain all amplitudes with one fast Fourier transform, for instance `np.fft.fftn(rho)`. Subtracting the solvent density from the whole array beforehand changes only the zero-frequency entry, up to rounding. Exchanging the two densities of a real two-phase array gives a simple check of such a code: every squared modulus except possibly the zero-frequency one should stay the same.

The check applies to the wavevectors of the grid itself. If the same finite box is evaluated at a wavevector that does not fit its periodicity, the phase factors no longer form a character, and a uniform background generally adds the scattering of the box shape.

```lean
#print axioms BabinetScattering.amplitude_multiphase
#print axioms BabinetScattering.babinet
#print axioms BabinetScattering.sum_compl_eq_neg
#print axioms BabinetScattering.forward_exchange_iff
```

```
'BabinetScattering.amplitude_multiphase' depends on axioms: [propext, Classical.choice, Quot.sound]
'BabinetScattering.babinet' depends on axioms: [propext, Classical.choice, Quot.sound]
'BabinetScattering.sum_compl_eq_neg' depends on axioms: [propext, Classical.choice, Quot.sound]
'BabinetScattering.forward_exchange_iff' depends on axioms: [propext, Classical.choice, Quot.sound]
```
